# Halving the secular problem of an alternant system: a nonzero E is an eigenvalue of H iff E² is an eigenvalue of BB†

In a Hückel calculation on an alternant hydrocarbon, or a finite tight-binding model on a bipartite lattice, one can diagonalise \(BB^\dagger\), built from the block \(B\) of hoppings between the two sublattices, in place of the full one-electron Hamiltonian \(H\), and, with energies measured from the common on-site energy, read the nonzero orbital energies off as the square roots, with both signs, of its nonzero eigenvalues. The file below proves that this step is exact for a finite, non-interacting model with orthonormal site orbitals, one common on-site energy and hopping only between the two sublattices, and states what holds at zero energy.

In Lean 4 with Mathlib:

```lean
import Mathlib

open Matrix
open scoped ComplexOrder

namespace AlternantHalving

variable {m n k : Type*} [Fintype m] [Fintype n] [Fintype k]

/-- Hamiltonian of an alternant system: hopping `B` connects starred sites `m` with unstarred
sites `n`, and there is no matrix element within either set. -/
def alternantH (B : Matrix m n ℂ) : Matrix (m ⊕ n) (m ⊕ n) ℂ :=
  fromBlocks 0 B Bᴴ 0

/-- `z` is an eigenvalue of `A`: some nonzero vector satisfies `A v = z v`. -/
def IsEigenvalue (A : Matrix k k ℂ) (z : ℂ) : Prop :=
  ∃ v : k → ℂ, v ≠ 0 ∧ A *ᵥ v = z • v

/-- The level of `A` at `z`: the subspace of all vectors with `A v = z v`. -/
def level (A : Matrix k k ℂ) (z : ℂ) : Submodule ℂ (k → ℂ) where
  carrier := {v | A *ᵥ v = z • v}
  add_mem' := by
    intro a b ha hb
    have ha' : A *ᵥ a = z • a := ha
    have hb' : A *ᵥ b = z • b := hb
    show A *ᵥ (a + b) = z • (a + b)
    rw [mulVec_add, ha', hb', smul_add]
  zero_mem' := by
    show A *ᵥ 0 = z • (0 : k → ℂ)
    rw [mulVec_zero, smul_zero]
  smul_mem' := by
    intro c v hv
    have hv' : A *ᵥ v = z • v := hv
    show A *ᵥ (c • v) = z • (c • v)
    rw [mulVec_smul, hv']
    exact smul_comm c z v

/-- Hopping block of a three-site chain: the central site is starred, the two end sites are
unstarred, and both hoppings equal one. -/
def chainB : Matrix (Fin 1) (Fin 2) ℂ := !![1, 1]

omit [Fintype m] [Fintype n] in
/-- The alternant Hamiltonian is Hermitian for every hopping block. -/
theorem alternantH_isHermitian (B : Matrix m n ℂ) : (alternantH B).IsHermitian := by
  simp [Matrix.IsHermitian, alternantH, fromBlocks_conjTranspose]

/-- The secular equations for amplitudes `x` on starred and `y` on unstarred sites are the
coupled pair `B y = E x`, `Bᴴ x = E y`. -/
theorem secular_iff (B : Matrix m n ℂ) (E : ℂ) (x : m → ℂ) (y : n → ℂ) :
    alternantH B *ᵥ Sum.elim x y = E • Sum.elim x y ↔ B *ᵥ y = E • x ∧ Bᴴ *ᵥ x = E • y := by
  have h : alternantH B *ᵥ Sum.elim x y = Sum.elim (B *ᵥ y) (Bᴴ *ᵥ x) := by
    simp [alternantH, fromBlocks_mulVec]
  rw [h]
  constructor
  · intro h'
    exact ⟨funext fun i => congrFun h' (Sum.inl i), funext fun j => congrFun h' (Sum.inr j)⟩
  · rintro ⟨h1, h2⟩
    rw [h1, h2]
    funext i
    cases i <;> rfl

/-- For `E ≠ 0`, `(x, y)` solves `H v = E v` exactly when `B Bᴴ x = E² x` and the unstarred
amplitudes are `y = Bᴴ x / E`. -/
theorem orbital_iff (B : Matrix m n ℂ) {E : ℂ} (hE : E ≠ 0) (x : m → ℂ) (y : n → ℂ) :
    alternantH B *ᵥ Sum.elim x y = E • Sum.elim x y ↔
      (B * Bᴴ) *ᵥ x = E ^ 2 • x ∧ y = E⁻¹ • (Bᴴ *ᵥ x) := by
  rw [secular_iff]
  constructor
  · rintro ⟨h1, h2⟩
    constructor
    · -- hop to the unstarred sites and back
      rw [← mulVec_mulVec, h2, mulVec_smul, h1, smul_smul, pow_two]
    · rw [h2, smul_smul, inv_mul_cancel₀ hE, one_smul]
  · rintro ⟨h, rfl⟩
    have hs : E⁻¹ * E ^ 2 = E := by
      rw [pow_two, ← mul_assoc, inv_mul_cancel₀ hE, one_mul]
    constructor
    · rw [mulVec_smul, mulVec_mulVec, h, smul_smul, hs]
    · rw [smul_smul, mul_inv_cancel₀ hE, one_smul]

/-- A nonzero real energy `E` is an eigenvalue of the alternant Hamiltonian if and only if `E²`
is an eigenvalue of `B Bᴴ`. -/
theorem eigenvalue_iff_sq (B : Matrix m n ℂ) {E : ℝ} (hE : E ≠ 0) :
    IsEigenvalue (alternantH B) E ↔ IsEigenvalue (B * Bᴴ) ((E : ℂ) ^ 2) := by
  have hE' : (E : ℂ) ≠ 0 := Complex.ofReal_ne_zero.mpr hE
  constructor
  · rintro ⟨v, hv, h⟩
    obtain ⟨x, y, rfl⟩ : ∃ x y, v = Sum.elim x y :=
      ⟨v ∘ Sum.inl, v ∘ Sum.inr, by funext i; cases i <;> rfl⟩
    obtain ⟨h1, h2⟩ := (orbital_iff B hE' x y).mp h
    refine ⟨x, fun hx => hv ?_, h1⟩
    -- vanishing starred amplitudes force the unstarred ones to vanish
    have hy : y = 0 := by
      rw [h2, hx, mulVec_zero, smul_zero]
    rw [hx, hy]
    funext i
    cases i <;> rfl
  · rintro ⟨x, hx, h⟩
    exact ⟨Sum.elim x ((E : ℂ)⁻¹ • (Bᴴ *ᵥ x)),
      fun h0 => hx (funext fun i => congrFun h0 (Sum.inl i)),
      (orbital_iff B hE' x _).mpr ⟨h, rfl⟩⟩

/-- For `E ≠ 0` the level of `H` at `E` and the level of `B Bᴴ` at `E²` have the same
dimension. -/
theorem degeneracy_eq (B : Matrix m n ℂ) {E : ℂ} (hE : E ≠ 0) :
    Module.finrank ℂ (level (alternantH B) E) = Module.finrank ℂ (level (B * Bᴴ) (E ^ 2)) := by
  have key : ∀ v : m ⊕ n → ℂ, alternantH B *ᵥ v = E • v →
      (B * Bᴴ) *ᵥ (v ∘ Sum.inl) = E ^ 2 • (v ∘ Sum.inl) ∧
        v ∘ Sum.inr = E⁻¹ • (Bᴴ *ᵥ (v ∘ Sum.inl)) := by
    intro v h
    have hv : Sum.elim (v ∘ Sum.inl) (v ∘ Sum.inr) = v := by
      funext i
      cases i <;> rfl
    apply (orbital_iff B hE _ _).mp
    rw [hv]
    exact h
  -- restriction to the starred sites is a linear bijection of the two levels
  let e : level (alternantH B) E ≃ₗ[ℂ] level (B * Bᴴ) (E ^ 2) :=
    { toFun := fun v => ⟨v.1 ∘ Sum.inl, (key v.1 v.2).1⟩
      map_add' := fun _ _ => rfl
      map_smul' := fun _ _ => rfl
      invFun := fun x => ⟨Sum.elim x.1 (E⁻¹ • (Bᴴ *ᵥ x.1)),
        (orbital_iff B hE x.1 _).mpr ⟨x.2, rfl⟩⟩
      left_inv := by
        intro v
        apply Subtype.ext
        funext i
        cases i with
        | inl i => rfl
        | inr j => exact (congrFun (key v.1 v.2).2 j).symm
      right_inv := fun _ => rfl }
  exact e.finrank_eq

/-- Pairing of orbitals: `(x, -y)` solves the secular problem at `-E` exactly when `(x, y)`
solves it at `E`. -/
theorem pairing_orbital (B : Matrix m n ℂ) (E : ℂ) (x : m → ℂ) (y : n → ℂ) :
    alternantH B *ᵥ Sum.elim x (-y) = (-E) • Sum.elim x (-y) ↔
      alternantH B *ᵥ Sum.elim x y = E • Sum.elim x y := by
  rw [secular_iff, secular_iff]
  simp only [mulVec_neg, neg_smul, smul_neg, neg_neg, neg_inj]

/-- Pairing of levels: the levels of `H` at `-E` and at `E` have the same dimension. -/
theorem pairing_degeneracy (B : Matrix m n ℂ) (E : ℂ) :
    Module.finrank ℂ (level (alternantH B) (-E)) = Module.finrank ℂ (level (alternantH B) E) := by
  by_cases h : E = 0
  · rw [h, neg_zero]
  · rw [degeneracy_eq B (neg_ne_zero.mpr h), degeneracy_eq B h, neg_sq]

/-- A solution at a nonzero real energy has the same squared norm on the starred and on the
unstarred sites. -/
theorem equal_weight (B : Matrix m n ℂ) {E : ℝ} (hE : E ≠ 0) (x : m → ℂ) (y : n → ℂ)
    (h : alternantH B *ᵥ Sum.elim x y = (E : ℂ) • Sum.elim x y) :
    star x ⬝ᵥ x = star y ⬝ᵥ y := by
  obtain ⟨h1, h2⟩ := (secular_iff B E x y).mp h
  have hs : star (E : ℂ) = E := Complex.conj_ofReal E
  -- ⟨B y, x⟩ = ⟨y, Bᴴ x⟩
  have key : star (B *ᵥ y) ⬝ᵥ x = star y ⬝ᵥ (Bᴴ *ᵥ x) := by
    rw [star_mulVec, ← dotProduct_mulVec]
  rw [h1, h2, star_smul, smul_dotProduct, dotProduct_smul, hs] at key
  exact mul_left_cancel₀ (Complex.ofReal_ne_zero.mpr hE) key

/-- Zero is an eigenvalue of `H` exactly when it is an eigenvalue of `B Bᴴ` or of `Bᴴ B`. -/
theorem zero_eigenvalue_iff (B : Matrix m n ℂ) :
    IsEigenvalue (alternantH B) 0 ↔ IsEigenvalue (B * Bᴴ) 0 ∨ IsEigenvalue (Bᴴ * B) 0 := by
  constructor
  · rintro ⟨v, hv, h⟩
    obtain ⟨x, y, rfl⟩ : ∃ x y, v = Sum.elim x y :=
      ⟨v ∘ Sum.inl, v ∘ Sum.inr, by funext i; cases i <;> rfl⟩
    obtain ⟨h1, h2⟩ := (secular_iff B 0 x y).mp h
    rw [zero_smul] at h1 h2
    by_cases hx : x = 0
    · refine Or.inr ⟨y, fun hy => hv ?_, ?_⟩
      · rw [hx, hy]
        funext i
        cases i <;> rfl
      · rw [← mulVec_mulVec, h1, mulVec_zero, zero_smul]
    · exact Or.inl ⟨x, hx, by rw [← mulVec_mulVec, h2, mulVec_zero, zero_smul]⟩
  · rintro (⟨x, hx, h⟩ | ⟨y, hy, h⟩)
    · rw [zero_smul, self_mul_conjTranspose_mulVec_eq_zero] at h
      exact ⟨Sum.elim x 0, fun h0 => hx (funext fun i => congrFun h0 (Sum.inl i)),
        (secular_iff B 0 x 0).mpr ⟨by simp, by simp [h]⟩⟩
    · rw [zero_smul, conjTranspose_mul_self_mulVec_eq_zero] at h
      exact ⟨Sum.elim 0 y, fun h0 => hy (funext fun j => congrFun h0 (Sum.inr j)),
        (secular_iff B 0 0 y).mpr ⟨by simp [h], by simp⟩⟩

/-- For the three-site chain zero is an eigenvalue of `H` but not of `B Bᴴ`. -/
theorem chain_zero_level :
    IsEigenvalue (alternantH chainB) 0 ∧ ¬ IsEigenvalue (chainB * chainBᴴ) 0 := by
  constructor
  · refine ⟨Sum.elim 0 ![1, -1], fun h => ?_, (secular_iff chainB 0 0 _).mpr ⟨?_, by simp⟩⟩
    · have h0 := congrFun h (Sum.inr 0)
      simp at h0
    · funext i
      obtain rfl : i = 0 := Subsingleton.elim _ _
      simp [chainB, mulVec, dotProduct, Fin.sum_univ_succ]
  · rintro ⟨x, hx, h⟩
    rw [zero_smul, self_mul_conjTranspose_mulVec_eq_zero] at h
    apply hx
    funext i
    obtain rfl : i = 0 := Subsingleton.elim _ _
    have h0 := congrFun h 0
    simpa [chainB, mulVec, dotProduct, Fin.sum_univ_succ] using h0

end AlternantHalving
```
```lean
#print axioms AlternantHalving.eigenvalue_iff_sq
#print axioms AlternantHalving.pairing_degeneracy
#print axioms AlternantHalving.zero_eigenvalue_iff
#print axioms AlternantHalving.chain_zero_level
```

```
'AlternantHalving.eigenvalue_iff_sq' depends on axioms: [propext, Classical.choice, Quot.sound]
'AlternantHalving.pairing_degeneracy' depends on axioms: [propext, Classical.choice, Quot.sound]
'AlternantHalving.zero_eigenvalue_iff' depends on axioms: [propext, Classical.choice, Quot.sound]
'AlternantHalving.chain_zero_level' depends on axioms: [propext, Classical.choice, Quot.sound]
```

## What the statements say

The sites fall into a finite starred set `m` and a finite unstarred set `n`. The hopping block \(B\) has one complex entry \(B_{ij}\) for each starred \(i\) and unstarred \(j\), and \(B^\dagger\), written `Bᴴ`, is its conjugate transpose. `alternantH B` is
\[ H = \begin{pmatrix} 0 & B \\ B^\dagger & 0 \end{pmatrix}, \]
indexed by the disjoint union `m ⊕ n`. A vector of amplitudes \(x\) on starred and \(y\) on unstarred sites is `Sum.elim x y`, written \((x, y)\) here. `IsEigenvalue A z` says that \(Av = zv\) for some \(v \neq 0\). `level A z` is the subspace of all solutions of \(Av = zv\), so its `Module.finrank` is the degeneracy, and is zero when \(z\) is not an eigenvalue.

The main theorem, `eigenvalue_iff_sq`, says that a real \(E \neq 0\) is an eigenvalue of \(H\) if and only if \(E^2\) is an eigenvalue of \(BB^\dagger\). `degeneracy_eq` adds that the two levels have the same dimension, for any complex \(E \neq 0\). `pairing_orbital` and `pairing_degeneracy` hold for every complex \(E\): \((x, -y)\) solves the problem at \(-E\) exactly when \((x, y)\) solves it at \(E\), and the levels at \(\pm E\) have equal dimension. `equal_weight` gives \(x^\dagger x = y^\dagger y\) for any solution at real \(E \neq 0\), with \(x^\dagger x\) written `star x ⬝ᵥ x`. `zero_eigenvalue_iff` says that \(0\) is an eigenvalue of \(H\) exactly when it is one of \(BB^\dagger\) or of \(B^\dagger B\), and `chain_zero_level` gives a case where the main equivalence fails at \(E = 0\).

## The physics encoded

The two zero blocks carry the model's assumptions. There is no hopping within a sublattice, and all sites share one on-site energy, from which \(E\) is measured. The equation \(Hv = Ev\) has no overlap matrix, so the site orbitals are taken as orthonormal. Heteroatoms with their own on-site energies and second-neighbour hopping lie beyond the model. The entries of \(B\) are free in sign, size and phase, and `alternantH_isHermitian` shows that \(H = H^\dagger\) for any of them.

With \(|m|\) and \(|n|\) the numbers of sites, \(H\) has order \(|m| + |n|\) and \(BB^\dagger\) has order \(|m|\). The reduction is a halving when \(|m| = |n|\), and more than that when the smaller set is called `m`. No relation between the sizes is assumed, and either set may be empty. For empty `m`, \(H\) is zero and both sides of the main equivalence are false.

The pairing proved here concerns orbital energies, degeneracies and coefficients. Electrons are never placed in the orbitals, so the uniform charge of a half-filled alternant system, which the Coulson–Rushbrooke theorem draws from pairing, is not among the statements.

## Why it is true

Multiplying out the blocks, \(H(x, y) = (By,\, B^\dagger x)\), so \(H(x,y) = E(x,y)\) is the pair
\[ By = Ex, \qquad B^\dagger x = Ey. \]
This is `secular_iff`, where `fromBlocks_mulVec` does the multiplication and the equation is read off at `Sum.inl i` and `Sum.inr j`.

Let \(E \neq 0\). Applying \(B\) to the second equation and using the first gives
\[ BB^\dagger x = B(Ey) = E\,By = E^2 x, \]
and dividing the second by \(E\) gives \(y = B^\dagger x / E\). Conversely, if \(BB^\dagger x = E^2 x\) and \(y = B^\dagger x/E\), then \(By = BB^\dagger x/E = Ex\) and \(Ey = B^\dagger x\). `orbital_iff` follows this line for line: the first `rw` chain is the displayed equation, and `hs` is \(E^{-1}E^2 = E\).

What remains for `eigenvalue_iff_sq` is that the vectors are nonzero. If \((x, y) \neq 0\) is an eigenvector of \(H\), then \(x \neq 0\), because \(x = 0\) would give \(y = B^\dagger 0/E = 0\), which is `hy`. If \(x \neq 0\) is an eigenvector of \(BB^\dagger\), then \((x, B^\dagger x/E)\) is nonzero in its starred part. The linear maps \((x, y) \mapsto x\) and \(x \mapsto (x, B^\dagger x/E)\) are inverse to each other on the two levels, which gives `degeneracy_eq`.

For pairing, substituting \(-y\) and \(-E\) turns the pair into \(-By = -Ex\) and \(B^\dagger x = (-E)(-y) = Ey\), the original equations; `simp only` cancels the signs. `pairing_degeneracy` takes another route: for \(E \neq 0\) both dimensions equal that of the level of \(BB^\dagger\) at \((-E)^2 = E^2\), and for \(E = 0\) the two levels are the same.

For the weights, `key` is \((By)^\dagger x = y^\dagger B^\dagger x\). The left side is \((Ex)^\dagger x = E^* x^\dagger x\), with \(E^*\) the complex conjugate, and the right side is \(E\, y^\dagger y\). Real \(E\) gives \(E^* = E\), which is `hs`, and \(E \neq 0\) cancels. A normalised orbital thus has weight \(1/2\) on each sublattice, and for \(x^\dagger x = 1\) it is \((x, B^\dagger x/E)/\sqrt{2}\).

At \(E = 0\) the pair decouples into \(By = 0\) and \(B^\dagger x = 0\). A nonzero solution has \(x \neq 0\), and then \(BB^\dagger x = 0\), or else \(y \neq 0\), and then \(B^\dagger B y = 0\). Conversely, \(BB^\dagger x = 0\) gives \((B^\dagger x)^\dagger (B^\dagger x) = x^\dagger BB^\dagger x = 0\), hence \(B^\dagger x = 0\), and \((x, 0)\) is a zero mode. Mathlib supplies this step as `self_mul_conjTranspose_mulVec_eq_zero`, and its mirror image handles \(y\).

In `chainB`, \(B = (1\ \ 1)\), the starred site \(0\) is the centre and the unstarred sites \(0, 1\) are the ends. The vector \(x_0 = 0\), \(y = (1, -1)\), normalised \(y = (1, -1)/\sqrt{2}\), has \(By = 0\) and is a zero mode of \(H\). On the other side, \(BB^\dagger x = 0\) forces \(B^\dagger x = (x_0, x_0) = 0\), so \(0\) is not an eigenvalue of \(BB^\dagger\). The file leaves the other orbitals uncomputed, but since \(BB^\dagger = (2)\), the recipe gives by hand \(E = \pm\sqrt{2}\) with \(x_0 = 1/\sqrt{2}\) and \(y_0 = y_1 = \pm 1/2\).

## A reusable technique and another modelling

To equate two degeneracies, `degeneracy_eq` builds the physical map as a linear equivalence `≃ₗ[ℂ]` between the subspaces and ends with `e.finrank_eq`. No basis is chosen, and since restriction is composition with `Sum.inl`, linearity closes by `rfl`.

Eigenvalues could instead have been modelled as roots of the secular determinant. The statement would then rest on the block identity \(\det(E - H) = E^{|n| - |m|} \det(E^2 - BB^\dagger)\) for \(E \neq 0\), with \(E\) standing for \(E\) times the identity. It would count root multiplicities in place of dimensions, and the relation \(y = B^\dagger x/E\), on which the construction of orbitals rests, would need a separate argument.
